# For positive mass, free Dirac projectors of opposite energy sign have zero product trace only at equal momenta

Let \(\Lambda_+(p)\) project onto the positive-energy spinors of a free Dirac particle with momentum \(p\), and \(\Lambda_-(q)\) onto the negative-energy spinors with momentum \(q\). For mass \(m>0\) and \(E_p=\sqrt{p^2+m^2}\), in units with \(c=1\),

\[
\operatorname{tr}\Lambda_+(p)\Lambda_-(q)=1-\frac{p\cdot q+m^2}{E_pE_q}\ \ge 0,
\]

with equality exactly when \(p=q\).

The physical question is how far the two energy branches overlap in spinor space when the momenta differ. An electrostatic potential that transfers momentum mixes the branches. In relativistic electronic structure this trace is the spin-summed spinor factor in the squared coupling, for free-particle states only.

```lean
import Mathlib

open Matrix

namespace DiracEnergyProjectors

noncomputable section
```

## Dirac matrices and the free Hamiltonian

Spinors have four components, so every operator here is a 4 by 4 complex matrix.

```lean
/-- Four by four complex matrices, acting on Dirac spinors. -/
abbrev SpinorMatrix := Matrix (Fin 4) (Fin 4) ℂ
```

The matrices \(\alpha_0,\alpha_1,\alpha_2\) and \(\beta\) square to one and anticommute pairwise. Dirac's conditions are what make the squared Hamiltonian equal to \(p^2+m^2\). The indices follow Lean and start at 0, where textbooks write \(\alpha_1,\alpha_2,\alpha_3\); \(\alpha_0\) is not \(\beta\).

`IsDirac` does not require the matrices to be Hermitian. Reading the trace as a sum of squared overlaps \(\sum_{s,r}|u_s(p)^\dagger w_r(q)|^2\), with orthonormal spinors \(u_s\) and \(w_r\) spanning the two energy subspaces, needs that further property, which the standard matrices have.

```lean
/-- The Dirac relations: the three matrices `α i` and `β` square to one and anticommute
pairwise. -/
structure IsDirac (α : Fin 3 → SpinorMatrix) (β : SpinorMatrix) : Prop where
  alpha_sq : ∀ i, α i * α i = 1
  alpha_anti : ∀ i j, i ≠ j → α i * α j + α j * α i = 0
  mixed : ∀ i, α i * β + β * α i = 0
  beta_sq : β * β = 1
```

The Hamiltonian is \(H(p)=\sum_i p_i\alpha_i+m\beta\). A momentum is a real vector of type `Fin 3 → ℝ`, whose components are cast to complex numbers.

```lean
/-- The free Dirac Hamiltonian `α·p + β m` at momentum `p`, in units with `c = 1`. -/
def hamiltonian (α : Fin 3 → SpinorMatrix) (β : SpinorMatrix) (m : ℝ) (p : Fin 3 → ℝ) :
    SpinorMatrix :=
  ∑ i, (p i : ℂ) • α i + (m : ℂ) • β
```

The energy is the positive root \(E_p\); `⬝ᵥ` denotes the dot product.

```lean
/-- The relativistic energy `√(p² + m²)`. -/
def energy (m : ℝ) (p : Fin 3 → ℝ) : ℝ := Real.sqrt (p ⬝ᵥ p + m ^ 2)
```

Since \(H(p)/E_p\) is the sign of the energy, the positive-energy projector is \(\Lambda_+(p)=\tfrac12(1+H(p)/E_p)\).

```lean
/-- The positive-energy projector `(1 + H(p)/E_p)/2`, for nonzero energy `E_p`. -/
def posProjector (α : Fin 3 → SpinorMatrix) (β : SpinorMatrix) (m : ℝ) (p : Fin 3 → ℝ) :
    SpinorMatrix :=
  (1 / 2 : ℂ) • (1 + (energy m p : ℂ)⁻¹ • hamiltonian α β m p)
```

Likewise \(\Lambda_-(q)=\tfrac12(1-H(q)/E_q)\). Here \(q\) is the momentum in the Hamiltonian; the corresponding positron has momentum \(-q\).

```lean
/-- The negative-energy projector `(1 - H(p)/E_p)/2`, for nonzero energy `E_p`. -/
def negProjector (α : Fin 3 → SpinorMatrix) (β : SpinorMatrix) (m : ℝ) (p : Fin 3 → ℝ) :
    SpinorMatrix :=
  (1 / 2 : ℂ) • (1 - (energy m p : ℂ)⁻¹ • hamiltonian α β m p)
```

## The standard representation

In two by two blocks, the standard \(\alpha_i\) have the Pauli matrices off the diagonal.

```lean
/-- The matrices `α` of the standard (Dirac) representation. -/
def standardAlpha : Fin 3 → SpinorMatrix :=
  ![!![0, 0, 0, 1; 0, 0, 1, 0; 0, 1, 0, 0; 1, 0, 0, 0],
    !![0, 0, 0, -Complex.I; 0, 0, Complex.I, 0; 0, -Complex.I, 0, 0; Complex.I, 0, 0, 0],
    !![0, 0, 1, 0; 0, 0, 0, -1; 1, 0, 0, 0; 0, -1, 0, 0]]
```

The matrix \(\beta\) is diagonal, with entries \(1,1,-1,-1\).

```lean
/-- The matrix `β` of the standard (Dirac) representation. -/
def standardBeta : SpinorMatrix :=
  !![1, 0, 0, 0; 0, 1, 0, 0; 0, 0, -1, 0; 0, 0, 0, -1]
```

Multiplying these matrices out confirms the Dirac relations. The proof splits into index cases with `fin_cases` and computes each entry, so the later theorems apply to at least one set of matrices.

```lean
set_option maxHeartbeats 400000 in
/-- The standard representation satisfies the Dirac relations. -/
theorem isDirac_witness : IsDirac standardAlpha standardBeta where
  alpha_sq i := by
    fin_cases i <;> ext a b <;> fin_cases a <;> fin_cases b <;>
      simp [standardAlpha, Matrix.mul_apply, Fin.sum_univ_four]
  alpha_anti i j hij := by
    fin_cases i <;> fin_cases j <;> first
      | exact (hij rfl).elim
      | (ext a b
         fin_cases a <;> fin_cases b <;>
           simp [standardAlpha])
  mixed i := by
    fin_cases i <;> ext a b <;> fin_cases a <;> fin_cases b <;>
      simp [standardAlpha, standardBeta]
  beta_sq := by
    ext a b
    fin_cases a <;> fin_cases b <;>
      simp [standardBeta, Matrix.mul_apply, Fin.sum_univ_four]
```

## The anticommutator at two momenta

From here on \(\alpha\) and \(\beta\) are any matrices obeying the relations. Expanding both products and collecting terms gives

\[
\begin{aligned}
H(p)H(q)+H(q)H(p)={}&2\sum_i p_iq_i\,\alpha_i^2+2m^2\beta^2\\
&+\sum_{i<j}(p_iq_j+q_ip_j)(\alpha_i\alpha_j+\alpha_j\alpha_i)\\
&+m\sum_i(p_i+q_i)(\alpha_i\beta+\beta\alpha_i).
\end{aligned}
\]

The last two lines vanish and the squares are one, which leaves \(2(p\cdot q+m^2)\) times the identity. The coefficients in `linear_combination` are the ones displayed here.

```lean
variable {α : Fin 3 → SpinorMatrix} {β : SpinorMatrix}

/-- Dirac Hamiltonians at two momenta have the anticommutator `2(p·q + m²)`. -/
theorem hamiltonian_anticomm (h : IsDirac α β) (m : ℝ) (p q : Fin 3 → ℝ) :
    hamiltonian α β m p * hamiltonian α β m q + hamiltonian α β m q * hamiltonian α β m p
      = (2 * ((p ⬝ᵥ q + m ^ 2 : ℝ) : ℂ)) • (1 : SpinorMatrix) := by
  simp only [hamiltonian, dotProduct, Fin.sum_univ_three, add_mul, mul_add,
    smul_mul_assoc, mul_smul_comm]
  push_cast
  -- each pair of Dirac matrices contributes its own anticommutator
  linear_combination (norm := module)
    (2 * p 0 * q 0 : ℂ) • h.alpha_sq 0 + (2 * p 1 * q 1 : ℂ) • h.alpha_sq 1
    + (2 * p 2 * q 2 : ℂ) • h.alpha_sq 2 + (2 * m ^ 2 : ℂ) • h.beta_sq
    + (p 0 * q 1 + q 0 * p 1 : ℂ) • h.alpha_anti 0 1 (by decide)
    + (p 0 * q 2 + q 0 * p 2 : ℂ) • h.alpha_anti 0 2 (by decide)
    + (p 1 * q 2 + q 1 * p 2 : ℂ) • h.alpha_anti 1 2 (by decide)
    + (m * (p 0 + q 0) : ℂ) • h.mixed 0 + (m * (p 1 + q 1) : ℂ) • h.mixed 1
    + (m * (p 2 + q 2) : ℂ) • h.mixed 2
```

## Energies and projectors

A sum of real squares is nonnegative: \(v\cdot v=\sum_i v_i^2\ge0\).

```lean
/-- The squared length of a real 3-vector is nonnegative. -/
theorem dot_self_nonneg (v : Fin 3 → ℝ) : 0 ≤ v ⬝ᵥ v :=
  Finset.sum_nonneg fun i _ => mul_self_nonneg (v i)
```

The quantity under the root is therefore nonnegative, and \(E_p^2=p^2+m^2\).

```lean
/-- The relativistic energy-momentum relation `E² = p² + m²`. -/
theorem energy_sq (m : ℝ) (p : Fin 3 → ℝ) : energy m p ^ 2 = p ⬝ᵥ p + m ^ 2 :=
  Real.sq_sqrt (add_nonneg (dot_self_nonneg p) (sq_nonneg m))
```

Setting \(q=p\) in the anticommutator gives \(H(p)^2=E_p^2\). If \(E_p\ne0\), then \(K=H(p)/E_p\) satisfies \(K^2=1\), and

\[
\tfrac14(1\pm K)^2=\tfrac12(1\pm K),\qquad \tfrac14(1+K)(1-K)=0,
\]
\[
H(p)\,\tfrac12(1\pm K)=\tfrac12\bigl(H(p)\pm E_p\bigr)=\pm E_p\,\tfrac12(1\pm K).
\]

In the proof, `hH` is the squared Hamiltonian and `hK` is \(K^2=1\). The five final cases are the identities above.

```lean
/-- At nonzero energy the positive-energy and negative-energy projectors are idempotent, their
product in this order is zero, and multiplying them on the left by the Hamiltonian scales them by
`E_p` and `-E_p` respectively. -/
theorem projector_relations (h : IsDirac α β) {m : ℝ} {p : Fin 3 → ℝ}
    (hE : energy m p ≠ 0) :
    posProjector α β m p * posProjector α β m p = posProjector α β m p ∧
    negProjector α β m p * negProjector α β m p = negProjector α β m p ∧
    posProjector α β m p * negProjector α β m p = 0 ∧
    hamiltonian α β m p * posProjector α β m p
      = (energy m p : ℂ) • posProjector α β m p ∧
    hamiltonian α β m p * negProjector α β m p
      = (-(energy m p : ℂ)) • negProjector α β m p := by
  have hE' : (energy m p : ℂ) ≠ 0 := Complex.ofReal_ne_zero.2 hE
  have hH : hamiltonian α β m p * hamiltonian α β m p
      = ((energy m p : ℂ) ^ 2) • (1 : SpinorMatrix) := by
    have h1 := hamiltonian_anticomm h m p p
    rw [← energy_sq, Complex.ofReal_pow] at h1
    linear_combination (norm := module) (1 / 2 : ℂ) • h1
  have h3 : (energy m p : ℂ) • (energy m p : ℂ)⁻¹ • hamiltonian α β m p
      = hamiltonian α β m p := by
    rw [smul_smul, mul_inv_cancel₀ hE', one_smul]
  have h2 : hamiltonian α β m p * ((energy m p : ℂ)⁻¹ • hamiltonian α β m p)
      = (energy m p : ℂ) • (1 : SpinorMatrix) := by
    rw [mul_smul_comm, hH, smul_smul, sq, inv_mul_cancel_left₀ hE']
  -- the sign of the energy, H/E, squares to one
  have hK : ((energy m p : ℂ)⁻¹ • hamiltonian α β m p)
      * ((energy m p : ℂ)⁻¹ • hamiltonian α β m p) = 1 := by
    rw [smul_mul_assoc, h2, smul_smul, inv_mul_cancel₀ hE', one_smul]
  unfold posProjector negProjector
  refine ⟨?_, ?_, ?_, ?_, ?_⟩
  · rw [smul_mul_smul_comm]
    simp only [add_mul, mul_add, one_mul, mul_one, hK]
    module
  · rw [smul_mul_smul_comm]
    simp only [sub_mul, mul_sub, one_mul, mul_one, hK]
    module
  · rw [smul_mul_smul_comm]
    simp only [add_mul, mul_sub, one_mul, mul_one, hK]
    module
  · rw [mul_smul_comm, mul_add, mul_one, h2]
    linear_combination (norm := module) (-(1 / 2) : ℂ) • h3
  · rw [mul_smul_comm, mul_sub, mul_one, h2]
    linear_combination (norm := module) (-(1 / 2) : ℂ) • h3
```

## Traces

Let \(B^2=1\) and \(AB=-BA\). Then \(B(AB)=-(AB)B=-A\), while cyclicity gives \(\operatorname{tr}B(AB)=\operatorname{tr}(AB)B=\operatorname{tr}A\). Hence \(\operatorname{tr}A=-\operatorname{tr}A=0\).

```lean
/-- A matrix that anticommutes with an involution is traceless. -/
theorem trace_eq_zero_of_anticomm {A B : SpinorMatrix} (hB : B * B = 1)
    (h : A * B + B * A = 0) : trace A = 0 := by
  have h0 : B * A = -(A * B) := eq_neg_of_add_eq_zero_right h
  have h1 : B * (A * B) = -A := by
    rw [← mul_assoc, h0, neg_mul, mul_assoc, hB, mul_one]
  have h2 := trace_mul_comm B (A * B)
  rw [h1, mul_assoc, hB, mul_one, trace_neg] at h2
  linear_combination (-1 / 2 : ℂ) * h2
```

The sign of the final trace will come from an identity between energies and momenta:

\[
\begin{aligned}
(E_pE_q)^2-(p\cdot q+m^2)^2
&=p^2q^2-(p\cdot q)^2+m^2(p^2+q^2-2p\cdot q)\\
&=|p\times q|^2+m^2|p-q|^2.
\end{aligned}
\]

Lean writes out the components and compares polynomials with `ring`.

```lean
/-- The gap between `(E_p E_q)²` and `(p·q + m²)²` is `|p × q|² + m² |p - q|²`. -/
theorem energy_gap (m : ℝ) (p q : Fin 3 → ℝ) :
    (energy m p * energy m q) ^ 2 - (p ⬝ᵥ q + m ^ 2) ^ 2
      = crossProduct p q ⬝ᵥ crossProduct p q + m ^ 2 * ((p - q) ⬝ᵥ (p - q)) := by
  rw [mul_pow, energy_sq, energy_sq]
  simp only [cross_apply, dotProduct, Fin.sum_univ_three, Pi.sub_apply, Matrix.cons_val]
  ring
```

Each \(\alpha_i\) anticommutes with \(\beta\), and \(\beta\) with \(\alpha_0\), so all are traceless and \(\operatorname{tr}H(p)=0\). Taking the trace of the anticommutator and using cyclicity gives \(\operatorname{tr}H(p)H(q)=4(p\cdot q+m^2)\). Therefore

\[
\begin{aligned}
\operatorname{tr}\Lambda_+(p)\Lambda_-(q)
&=\frac14\left[4+\frac{\operatorname{tr}H(p)}{E_p}-\frac{\operatorname{tr}H(q)}{E_q}-\frac{\operatorname{tr}H(p)H(q)}{E_pE_q}\right]\\
&=1-\frac{p\cdot q+m^2}{E_pE_q}.
\end{aligned}
\]

If \(p\cdot q+m^2\) exceeded the positive number \(E_pE_q\), the left side of the energy identity would be negative, but its right side is not. So the trace is nonnegative. If it vanishes, then \(p\cdot q+m^2=E_pE_q\), both terms on the right are zero, and \(m>0\) forces \(p=q\). Conversely, at \(p=q\) the fraction is \(E_p^2/E_p^2=1\).

The theorem states these results as three conjuncts. The first equates the complex trace with a real number cast to `ℂ`, so it also says that the trace is real. In the proof, `htr`, `hHH` and `ht` are the three trace computations, and `hgap` supplies the energy identity.

```lean
/-- For positive mass, the positive-energy projector at `p` and the negative-energy projector
at `q` have product trace `1 - (p·q + m²)/(E_p E_q)`, which is nonnegative and vanishes
exactly when `p = q`. -/
theorem trace_pos_mul_neg (h : IsDirac α β) {m : ℝ} (hm : 0 < m) (p q : Fin 3 → ℝ) :
    trace (posProjector α β m p * negProjector α β m q)
      = ((1 - (p ⬝ᵥ q + m ^ 2) / (energy m p * energy m q) : ℝ) : ℂ) ∧
    0 ≤ 1 - (p ⬝ᵥ q + m ^ 2) / (energy m p * energy m q) ∧
    (trace (posProjector α β m p * negProjector α β m q) = 0 ↔ p = q) := by
  have hpos : ∀ k, 0 < energy m k := fun k =>
    Real.sqrt_pos.2 (add_pos_of_nonneg_of_pos (dot_self_nonneg k) (pow_pos hm 2))
  have hEE : 0 < energy m p * energy m q := mul_pos (hpos p) (hpos q)
  have htr : ∀ k, trace (hamiltonian α β m k) = 0 := fun k => by
    have ha : ∀ i, trace (α i) = 0 := fun i =>
      trace_eq_zero_of_anticomm h.beta_sq (h.mixed i)
    have hb : trace β = 0 :=
      trace_eq_zero_of_anticomm (h.alpha_sq 0) (by rw [add_comm]; exact h.mixed 0)
    simp only [hamiltonian, Fin.sum_univ_three, trace_add, trace_smul, ha, hb,
      smul_zero, add_zero]
  -- cyclicity turns the anticommutator into the trace of the product
  have hHH : trace (hamiltonian α β m p * hamiltonian α β m q)
      = 4 * ((p ⬝ᵥ q + m ^ 2 : ℝ) : ℂ) := by
    have h1 := congrArg trace (hamiltonian_anticomm h m p q)
    rw [trace_add, trace_mul_comm (hamiltonian α β m q), trace_smul, trace_one,
      Fintype.card_fin, smul_eq_mul, Nat.cast_ofNat] at h1
    linear_combination (1 / 2 : ℂ) * h1
  have ht : trace (posProjector α β m p * negProjector α β m q)
      = ((1 - (p ⬝ᵥ q + m ^ 2) / (energy m p * energy m q) : ℝ) : ℂ) := by
    simp only [posProjector, negProjector, smul_mul_assoc, mul_smul_comm, add_mul, mul_sub,
      one_mul, mul_one, trace_smul, trace_add, trace_sub, smul_eq_mul, htr, hHH, trace_one,
      Fintype.card_fin]
    push_cast
    ring
  have hgap := energy_gap m p q
  have hC := dot_self_nonneg (crossProduct p q)
  have hD := mul_nonneg (sq_nonneg m) (dot_self_nonneg (p - q))
  refine ⟨ht, ?_, ?_⟩
  · rw [sub_nonneg, div_le_one hEE]
    refine le_of_not_gt fun hlt => ?_
    have h1 := mul_pos (sub_pos.2 hlt) (add_pos (hEE.trans hlt) hEE)
    nlinarith
  · rw [ht, Complex.ofReal_eq_zero]
    constructor
    · intro h0
      have h1 : p ⬝ᵥ q + m ^ 2 = energy m p * energy m q :=
        (div_eq_one_iff_eq hEE.ne').1 (by linarith)
      rw [h1, sub_self] at hgap
      -- the mass term alone forces the momenta to agree
      have h2 : m ^ 2 * ((p - q) ⬝ᵥ (p - q)) = 0 := by linarith
      have h3 := (mul_eq_zero.1 h2).resolve_left (pow_pos hm 2).ne'
      exact sub_eq_zero.1 (dotProduct_self_eq_zero.1 h3)
    · rintro rfl
      rw [← energy_sq, ← sq, div_self (pow_pos (hpos p) 2).ne', sub_self]
```

As a simple case, \(q=0\) gives \(1-m/E_p\), which is zero at rest and approaches one as \(|p|\) grows.

## The massless case

At \(m=0\), take \(p\ne0\) and a scale factor \(c>0\). In this section \(c\) is not the speed of light, which remains 1. Then \(H(cp)=cH(p)\) and \(E_{cp}=cE_p\), so the ratio \(H/E\) is unchanged and \(\Lambda_-(cp)=\Lambda_-(p)\). Hence

\[
\Lambda_+(p)\Lambda_-(cp)=\Lambda_+(p)\Lambda_-(p)=0.
\]

For \(c\ne1\) the momenta differ although the trace vanishes, so the equality criterion needs \(m\ne0\). In Lean, `hEc` and `hHc` are the two scaling laws, `hN` equates the negative-energy projectors, and `projector_relations` finishes the argument.

```lean
/-- At zero mass the positive-energy projector at `p` times the negative-energy projector at `c p`
is zero, for every nonzero `p` and every `c > 0`. -/
theorem massless_parallel (h : IsDirac α β) {p : Fin 3 → ℝ} (hp : p ≠ 0) {c : ℝ}
    (hc : 0 < c) : posProjector α β 0 p * negProjector α β 0 (c • p) = 0 := by
  have hE : energy 0 p ≠ 0 := fun h0 => hp <| dotProduct_self_eq_zero.1 <| by
    have h1 := energy_sq 0 p
    rw [h0] at h1
    linarith
  have hEc : energy 0 (c • p) = c * energy 0 p := by
    unfold energy
    rw [show (c • p) ⬝ᵥ (c • p) + (0 : ℝ) ^ 2 = c ^ 2 * (p ⬝ᵥ p + 0 ^ 2) by
      simp only [smul_dotProduct, dotProduct_smul, smul_eq_mul]; ring,
      Real.sqrt_mul (sq_nonneg c), Real.sqrt_sq hc.le]
  have hHc : hamiltonian α β 0 (c • p) = (c : ℂ) • hamiltonian α β 0 p := by
    simp only [hamiltonian, Fin.sum_univ_three, Pi.smul_apply, smul_eq_mul,
      Complex.ofReal_mul, Complex.ofReal_zero]
    module
  have hc' : (c : ℂ) ≠ 0 := Complex.ofReal_ne_zero.2 hc.ne'
  -- rescaling the momentum leaves H/E unchanged
  have hN : negProjector α β 0 (c • p) = negProjector α β 0 p := by
    unfold negProjector
    rw [hEc, hHc, smul_smul, Complex.ofReal_mul, mul_inv, mul_right_comm,
      inv_mul_cancel₀ hc', one_mul]
  rw [hN]
  exact (projector_relations h hE).2.2.1

end

end DiracEnergyProjectors
```

```lean
#print axioms DiracEnergyProjectors.trace_pos_mul_neg
#print axioms DiracEnergyProjectors.massless_parallel
```

```
'DiracEnergyProjectors.trace_pos_mul_neg' depends on axioms: [propext, Classical.choice, Quot.sound]
'DiracEnergyProjectors.massless_parallel' depends on axioms: [propext, Classical.choice, Quot.sound]
```
